# Coupling-constant cumulants of ln Z add over uncoupled finite-dimensional subsystems

Let two subsystems A and B, each with a finite, nonempty set of basis states, have Hamiltonians $H_A+lV_A$ and $H_B+lV_B$, where $H_A,V_A,H_B,V_B$ are Hermitian and $l$ is a real coupling constant. If A and B do not interact, and the trace for the pair AB runs over the full tensor product of their state spaces, then at every real $l$ and for every order $k$

$$\frac{d^k}{dl^k}\ln Z_{AB}(l)=\frac{d^k}{dl^k}\ln Z_A(l)+\frac{d^k}{dl^k}\ln Z_B(l),$$

where $Z=\mathrm{Tr}\,e^{-\beta H(l)}$ is the partition function of the system in question, $H(l)$ is its Hamiltonian and $\beta$ is a real number, physically the inverse temperature. If A and B have separate couplings, every mixed derivative of $\ln Z_{AB}$ of positive order in both is zero.

For finite-dimensional, mutually non-interacting fragments, this is the additivity expected of a size-consistent perturbation expansion of the free energy, order by order in the coupling.

## Two systems, one coupling

Operators are complex square matrices. Their rows and columns are labelled by the basis states, which form the finite types `m` for A and `n` for B.

In Lean 4 with Mathlib:

```lean
import Mathlib

open Matrix
open scoped Kronecker ComplexOrder

namespace LinkedClusterCumulants

noncomputable section

variable {m n : Type*} [Fintype m] [DecidableEq m] [Fintype n] [DecidableEq n]
```

A system with bare Hamiltonian $H$ and perturbation $V$ has the Hamiltonian $H(l)=H+lV$.

```lean
/-- The Hamiltonian `H + l V` with real coupling constant `l`. -/
def coupled (H V : Matrix n n ℂ) (l : ℝ) : Matrix n n ℂ := H + (l : ℂ) • V
```

The pair lives on the tensor product space, with basis labels `m × n`. An operator $K$ on A and an operator $L$ on B combine without interaction into $K\otimes 1+1\otimes L$.

```lean
/-- The operator `K ⊗ 1 + 1 ⊗ L` of two subsystems that do not interact. -/
def joint (K : Matrix m m ℂ) (L : Matrix n n ℂ) : Matrix (m × n) (m × n) ℂ :=
  K ⊗ₖ 1 + 1 ⊗ₖ L
```

The same `joint` serves for the bare Hamiltonians and for the perturbations. It describes an ordinary tensor product: the trace runs over all product states, with no antisymmetrisation between A and B and no constraint on a shared particle number.

The partition function of a Hamiltonian $K$ is $Z(K)=\mathrm{Tr}\,e^{-\beta K}$. It is stored as a real number by taking the real part of the trace.

```lean
/-- The partition function: the real part of `Tr exp(-β K)`. -/
def partitionFn (β : ℝ) (K : Matrix n n ℂ) : ℝ :=
  (NormedSpace.exp ((-(β : ℂ)) • K)).trace.re
```

Its logarithm is $\ln Z(K)$.

```lean
/-- The logarithm of the partition function, for `K` with positive partition function. -/
def logZ (β : ℝ) (K : Matrix n n ℂ) : ℝ := Real.log (partitionFn β K)
```

The cumulant of order $k$ at coupling $l$ is $\kappa_k(l)=\dfrac{d^k}{dl^k}\ln Z(H+lV)$.

```lean
/-- The `k`-th coupling-constant cumulant: the `k`-th derivative of `ln Z` at coupling `l`. -/
def cumulant (β : ℝ) (H V : Matrix n n ℂ) (k : ℕ) (l : ℝ) : ℝ :=
  iteratedDeriv k (fun s => logZ β (coupled H V s)) l
```

With this convention $\kappa_0$ is $\ln Z$ itself, and powers of $-\beta$ are not divided out: the first cumulant is $-\beta$ times the thermal average of $V$.

## The Boltzmann trace is real and positive

A real multiple of a Hermitian matrix is Hermitian, since $(lV)^\dagger=lV^\dagger=lV$.

```lean
omit [Fintype n] [DecidableEq n] in
private theorem herm_smul {V : Matrix n n ℂ} (hV : V.IsHermitian) (l : ℝ) :
    ((l : ℂ) • V).IsHermitian := by
  simp [Matrix.IsHermitian, Matrix.conjTranspose_smul, hV.eq]
```

For Hermitian $K$ put $M=e^{-\beta K/2}$. Then $M^\dagger=M$ and $M^\dagger M=e^{-\beta K}$, so

$$\mathrm{Tr}\,e^{-\beta K}=\mathrm{Tr}\,M^\dagger M=\sum_{i,j}|M_{ij}|^2\ge 0 .$$

The sum vanishes only if $M=0$. But $M$ has the inverse $e^{\beta K/2}$, and on a space of dimension at least one an invertible matrix is not zero. The trace is therefore strictly positive.

```lean
/-- For a Hermitian Hamiltonian the trace of the Boltzmann matrix is real and positive. -/
theorem trace_boltzmann_real_pos [Nonempty n] (β : ℝ) {K : Matrix n n ℂ}
    (hK : K.IsHermitian) :
    (NormedSpace.exp ((-(β : ℂ)) • K)).trace = (partitionFn β K : ℂ) ∧
      0 < partitionFn β K := by
  -- split the Boltzmann matrix into two equal Hermitian factors
  obtain ⟨M, hM⟩ : ∃ M, M = NormedSpace.exp (((-β / 2 : ℝ) : ℂ) • K) := ⟨_, rfl⟩
  have hherm : M.IsHermitian := hM ▸ (herm_smul hK _).exp
  have hsq : NormedSpace.exp ((-(β : ℂ)) • K) = Mᴴ * M := by
    rw [hherm.eq, hM, ← Matrix.exp_add_of_commute _ _ (Commute.refl _), ← add_smul]
    congr 2
    push_cast
    ring
  -- an exponential is invertible, hence nonzero
  have hne : M ≠ 0 := hM ▸ (Matrix.isUnit_exp _).ne_zero
  have hpos : 0 < (Mᴴ * M).trace :=
    lt_of_le_of_ne (Matrix.posSemidef_conjTranspose_mul_self M).trace_nonneg
      (Ne.symm (mt Matrix.trace_conjTranspose_mul_self_eq_zero_iff.1 hne))
  obtain ⟨hre, him⟩ := Complex.lt_def.1 hpos
  rw [partitionFn, hsq]
  exact ⟨Complex.ext (Complex.ofReal_re _).symm (by simpa using him.symm), hre⟩
```

The statement has two parts: the complex trace equals the real number `partitionFn β K`, and that number is positive. In the proof, `hsq` is the factorisation, `hne` is $M\neq0$, and `hpos` is positivity in the order on complex numbers, where $0<z$ means that $z$ has positive real part and zero imaginary part. Both parts of the statement are read off from `hpos`.

## ln Z is smooth in the coupling

The exponent is affine in the coupling: $-\beta(H+lV)=C+lD$ with $C=-\beta H$ and $D=-\beta V$. The exponential series converges for every matrix, so $X\mapsto e^X$ is analytic. If $f$ is a continuous real-linear functional, then $l\mapsto f(e^{C+lD})$ is a composition of smooth maps, and so has continuous derivatives of every order.

```lean
private theorem contDiff_exp_line {R : Type*} [NormedRing R] [NormedAlgebra ℝ R]
    [NormedAlgebra ℚ R] [CompleteSpace R] (f : R → ℝ) (hadd : ∀ x y, f (x + y) = f x + f y)
    (hsmul : ∀ (c : ℝ) x, f (c • x) = c • f x) (hc : Continuous f) (C D : R) (k : ℕ) :
    ContDiff ℝ k (fun l : ℝ => f (NormedSpace.exp (C + l • D))) := by
  have hf : ContDiff ℝ k f :=
    (ContinuousLinearMap.mk ⟨⟨f, hadd⟩, hsmul⟩ hc : R →L[ℝ] ℝ).contDiff
  have hexp : ContDiff ℝ k (NormedSpace.exp : R → R) := by
    rw [contDiff_iff_contDiffAt]
    intro x
    apply AnalyticAt.contDiffAt
    apply NormedSpace.exp_analytic
  exact hf.comp (hexp.comp (contDiff_const.add (contDiff_id.smul contDiff_const)))
```

Take $f(X)=\mathrm{Re}\,\mathrm{Tr}\,X$. Then $Z(H+lV)$ is smooth in $l$. It is also positive for every real $l$, because $H+lV$ is Hermitian, and the logarithm is smooth on the positive numbers. Hence $\ln Z(H+lV)$ is smooth.

```lean
/-- For Hermitian `H` and `V`, `ln Z` is differentiable to every order in the coupling. -/
theorem logZ_contDiff [Nonempty n] (β : ℝ) {H V : Matrix n n ℂ} (hH : H.IsHermitian)
    (hV : V.IsHermitian) (k : ℕ) : ContDiff ℝ k (fun l => logZ β (coupled H V l)) := by
  have hc : Continuous (fun M : Matrix n n ℂ => M.trace.re) :=
    Complex.continuous_re.comp continuous_id.matrix_trace
  have key : ContDiff ℝ k (fun l : ℝ =>
      (NormedSpace.exp ((-(β : ℂ)) • H + l • ((-(β : ℂ)) • V))).trace.re) := by
    let : NormedRing (Matrix n n ℂ) := Matrix.linftyOpNormedRing
    let : NormedAlgebra ℝ (Matrix n n ℂ) := Matrix.linftyOpNormedAlgebra
    let : NormedAlgebra ℚ (Matrix n n ℂ) := Matrix.linftyOpNormedAlgebra
    exact contDiff_exp_line (fun M : Matrix n n ℂ => M.trace.re)
      (fun x y => by simp [Matrix.trace_add]) (fun c x => by simp [Matrix.trace_smul]) hc _ _ k
  have hZ : ContDiff ℝ k (fun l => partitionFn β (coupled H V l)) := by
    convert key using 2 with l
    have harg : (-(β : ℂ)) • coupled H V l = (-(β : ℂ)) • H + l • ((-(β : ℂ)) • V) := by
      ext i j
      simp [coupled]
      ring
    rw [partitionFn, harg]
  exact hZ.log fun l => (trace_boltzmann_real_pos β (hH.add (herm_smul hV l))).2.ne'
```

`ContDiff ℝ k` says that the function is $k$ times continuously differentiable, here for an arbitrary natural number `k`. The previous lemma needs a norm, so the proof equips the matrices with an operator norm inside `key`. The step `hZ` identifies the exponent with $C+lD$, and the last line takes the logarithm, using positivity.

## The Boltzmann matrix of the pair factorises

In this section $A$ and $B$ denote matrices, not the subsystems. Let $f$ be a continuous map between matrix algebras that preserves sums, products and the identity. It can be applied to the exponential series term by term:

$$f(e^A)=f\Big(\sum_{r\ge0}\frac{A^r}{r!}\Big)=\sum_{r\ge0}\frac{f(A)^r}{r!}=e^{f(A)} .$$

```lean
private theorem map_exp_matrix (f : Matrix m m ℂ →+* Matrix n n ℂ) (hf : Continuous f)
    (A : Matrix m m ℂ) : f (NormedSpace.exp A) = NormedSpace.exp (f A) := by
  let : NormedRing (Matrix m m ℂ) := Matrix.linftyOpNormedRing
  let : NormedAlgebra ℝ (Matrix m m ℂ) := Matrix.linftyOpNormedAlgebra
  let : NormedAlgebra ℚ (Matrix m m ℂ) := Matrix.linftyOpNormedAlgebra
  let : NormedRing (Matrix n n ℂ) := Matrix.linftyOpNormedRing
  let : NormedAlgebra ℚ (Matrix n n ℂ) := Matrix.linftyOpNormedAlgebra
  exact NormedSpace.map_exp f hf A
```

The map $M\mapsto M\otimes1$ is of this kind, since $(M\otimes1)(N\otimes1)=MN\otimes1$ and $1\otimes1=1$. Therefore $e^{A\otimes1}=e^A\otimes1$.

```lean
private theorem exp_left (A : Matrix m m ℂ) :
    NormedSpace.exp (A ⊗ₖ (1 : Matrix n n ℂ)) = NormedSpace.exp A ⊗ₖ (1 : Matrix n n ℂ) := by
  obtain ⟨f, hf⟩ : ∃ f : Matrix m m ℂ →+* Matrix (m × n) (m × n) ℂ,
      ∀ M, f M = M ⊗ₖ (1 : Matrix n n ℂ) :=
    ⟨{ toFun := fun M => M ⊗ₖ (1 : Matrix n n ℂ)
       map_one' := Matrix.one_kronecker_one
       map_mul' := fun M N => by simpa using Matrix.mul_kronecker_mul M N (1 : Matrix n n ℂ) 1
       map_zero' := Matrix.zero_kronecker _
       map_add' := fun M N => Matrix.add_kronecker M N _ }, fun _ => rfl⟩
  have hc : Continuous f := by
    refine continuous_matrix fun i j => ?_
    simp only [hf, Matrix.kroneckerMap_apply]
    exact (continuous_id.matrix_elem i.1 j.1).mul continuous_const
  have h := map_exp_matrix f hc A
  rw [hf, hf] at h
  exact h.symm
```

The proof assembles the map as a ring homomorphism and checks its continuity entry by entry. The other factor is treated in the same way: $M\mapsto1\otimes M$ gives $e^{1\otimes B}=1\otimes e^B$.

```lean
private theorem exp_right (B : Matrix n n ℂ) :
    NormedSpace.exp ((1 : Matrix m m ℂ) ⊗ₖ B) = (1 : Matrix m m ℂ) ⊗ₖ NormedSpace.exp B := by
  obtain ⟨f, hf⟩ : ∃ f : Matrix n n ℂ →+* Matrix (m × n) (m × n) ℂ,
      ∀ M, f M = (1 : Matrix m m ℂ) ⊗ₖ M :=
    ⟨{ toFun := fun M => (1 : Matrix m m ℂ) ⊗ₖ M
       map_one' := Matrix.one_kronecker_one
       map_mul' := fun M N => by simpa using Matrix.mul_kronecker_mul (1 : Matrix m m ℂ) 1 M N
       map_zero' := Matrix.kronecker_zero _
       map_add' := fun M N => Matrix.kronecker_add _ M N }, fun _ => rfl⟩
  have hc : Continuous f := by
    refine continuous_matrix fun i j => ?_
    simp only [hf, Matrix.kroneckerMap_apply]
    exact continuous_const.mul (continuous_id.matrix_elem i.2 j.2)
  have h := map_exp_matrix f hc B
  rw [hf, hf] at h
  exact h.symm
```

Now let $K$ and $L$ be Hermitian, and write $A=-\beta K$ and $B=-\beta L$. The two parts of the exponent commute,

$$(A\otimes1)(1\otimes B)=A\otimes B=(1\otimes B)(A\otimes1),$$

so the exponential of their sum is a product:

$$e^{A\otimes1+1\otimes B}=(e^A\otimes1)(1\otimes e^B)=e^A\otimes e^B .$$

The trace of a Kronecker product is the product of the traces. Hence $Z(K\otimes1+1\otimes L)=Z(K)\,Z(L)$, and since both factors are positive,

$$\ln Z(K\otimes1+1\otimes L)=\ln Z(K)+\ln Z(L).$$

```lean
variable [Nonempty m] [Nonempty n]

/-- The logarithm of the partition function is additive over uncoupled subsystems. -/
theorem logZ_joint (β : ℝ) {K : Matrix m m ℂ} {L : Matrix n n ℂ} (hK : K.IsHermitian)
    (hL : L.IsHermitian) : logZ β (joint K L) = logZ β K + logZ β L := by
  have hcomm : Commute (((-(β : ℂ)) • K) ⊗ₖ (1 : Matrix n n ℂ))
      ((1 : Matrix m m ℂ) ⊗ₖ ((-(β : ℂ)) • L)) := by
    rw [commute_iff_eq, ← Matrix.mul_kronecker_mul, ← Matrix.mul_kronecker_mul]
    simp only [mul_one, one_mul]
  have hZ : partitionFn β (joint K L) = partitionFn β K * partitionFn β L := by
    rw [partitionFn, joint, smul_add, ← Matrix.smul_kronecker, ← Matrix.kronecker_smul,
      Matrix.exp_add_of_commute _ _ hcomm, exp_left, exp_right, ← Matrix.mul_kronecker_mul,
      mul_one, one_mul, Matrix.trace_kronecker, (trace_boltzmann_real_pos β hK).1,
      (trace_boltzmann_real_pos β hL).1, ← Complex.ofReal_mul, Complex.ofReal_re]
  rw [logZ, hZ]
  exact Real.log_mul (trace_boltzmann_real_pos β hK).2.ne' (trace_boltzmann_real_pos β hL).2.ne'
```

Here `hcomm` is the commutation and `hZ` the product formula. Because `partitionFn` is a real part, and the real part of a product is not in general the product of the real parts, `hZ` relies on the traces being real. `Real.log_mul` then splits the logarithm.

## Cumulants add at every order

With a common coupling, the Hamiltonian of the pair regroups by subsystem:

$$(H_A\otimes1+1\otimes H_B)+l\,(V_A\otimes1+1\otimes V_B)=(H_A+lV_A)\otimes1+1\otimes(H_B+lV_B).$$

Both brackets on the right are Hermitian, so $\ln Z_{AB}(l)=\ln Z_A(l)+\ln Z_B(l)$ for every real $l$. Both terms are smooth, and differentiating $k$ times gives the sum of the cumulants.

```lean
variable {HA VA : Matrix m m ℂ} {HB VB : Matrix n n ℂ} (hHA : HA.IsHermitian)
  (hVA : VA.IsHermitian) (hHB : HB.IsHermitian) (hVB : VB.IsHermitian)
include hHA hVA hHB hVB

/-- Coupling-constant cumulants of every order, at every real coupling, add over
uncoupled subsystems. -/
theorem cumulant_joint (β : ℝ) (k : ℕ) (l : ℝ) :
    cumulant β (joint HA HB) (joint VA VB) k l =
      cumulant β HA VA k l + cumulant β HB VB k l := by
  have hfun : (fun s => logZ β (coupled (joint HA HB) (joint VA VB) s)) =
      (fun s => logZ β (coupled HA VA s)) + (fun s => logZ β (coupled HB VB s)) := by
    funext s
    have hs : coupled (joint HA HB) (joint VA VB) s =
        joint (coupled HA VA s) (coupled HB VB s) := by
      simp only [coupled, joint, Matrix.add_kronecker, Matrix.kronecker_add,
        Matrix.smul_kronecker, Matrix.kronecker_smul, smul_add]
      abel
    rw [hs]
    exact logZ_joint β (hHA.add (herm_smul hVA s)) (hHB.add (herm_smul hVB s))
  rw [cumulant, hfun]
  exact iteratedDeriv_add (logZ_contDiff β hHA hVA k).contDiffAt
    (logZ_contDiff β hHB hVB k).contDiffAt
```

The four hypotheses `hHA`, `hVA`, `hHB` and `hVB` state that the bare Hamiltonians and the perturbations are Hermitian. The theorem holds for all real `β` and `l` and every natural `k`, with no assumption that $H_A$ commutes with $V_A$ or $H_B$ with $V_B$. In the proof, `hs` is the regrouping, `hfun` is additivity as an identity between functions of the coupling, and `iteratedDeriv_add` differentiates the sum, using the smoothness of each term.

## Mixed cumulants vanish

Keep the bare Hamiltonians and the perturbations Hermitian, and give A the coupling $s$ and B the coupling $t$. Then

$$\ln Z_{AB}(s,t)=\ln Z_A(s)+\ln Z_B(t).$$

Differentiating $k+1$ times in $t$ removes the first term. Evaluated at $t=b$, what remains does not depend on $s$, so differentiating it $j+1$ times in $s$ at $s=a$ gives

$$\frac{\partial^{\,j+1}}{\partial s^{\,j+1}}\frac{\partial^{\,k+1}}{\partial t^{\,k+1}}\ln Z_{AB}(s,t)\Big|_{s=a,\;t=b}=0 .$$

```lean
/-- With separate couplings `a` and `b` for the two subsystems, every mixed derivative of
`ln Z` of positive order in both couplings vanishes. -/
theorem mixed_cumulant_eq_zero (β : ℝ) (j k : ℕ) (a b : ℝ) :
    iteratedDeriv (j + 1) (fun s => iteratedDeriv (k + 1)
      (fun t => logZ β (joint (coupled HA VA s) (coupled HB VB t))) b) a = 0 := by
  -- the inner derivative removes the only term that depends on the first coupling
  have hinner : ∀ s, iteratedDeriv (k + 1)
      (fun t => logZ β (joint (coupled HA VA s) (coupled HB VB t))) b =
      iteratedDeriv (k + 1) (fun t => logZ β (coupled HB VB t)) b := by
    intro s
    have hfun : (fun t => logZ β (joint (coupled HA VA s) (coupled HB VB t))) =
        fun t => logZ β (coupled HA VA s) + logZ β (coupled HB VB t) := funext fun t =>
      logZ_joint β (hHA.add (herm_smul hVA s)) (hHB.add (herm_smul hVB t))
    rw [hfun, iteratedDeriv_succ', iteratedDeriv_succ']
    congr 1
    funext t
    exact deriv_const_add _
  simp only [hinner]
  simp [iteratedDeriv_const]

end

end LinkedClusterCumulants
```

Writing the orders as `j + 1` and `k + 1` makes both positive. The step `hinner` is the inner derivative: `iteratedDeriv_succ'` takes one derivative first, and `deriv_const_add` discards the term that is constant in $t$. The outer derivative is then that of a constant.

In diagrammatic language, a disconnected contribution that multiplied a factor from A by a factor from B would depend on both couplings, and $\ln Z_{AB}$ has no such cross term. The linked-cluster theorem of many-body theory is a different statement: it identifies the terms in the expansion of $\ln Z$ with connected diagrams. No diagrams are defined here, and nothing is claimed about subsystems that interact or about infinite-dimensional spaces.

```lean
#print axioms LinkedClusterCumulants.cumulant_joint
-- 'LinkedClusterCumulants.cumulant_joint' depends on axioms: [propext, Classical.choice, Quot.sound]
#print axioms LinkedClusterCumulants.mixed_cumulant_eq_zero
-- 'LinkedClusterCumulants.mixed_cumulant_eq_zero' depends on axioms: [propext, Classical.choice, Quot.sound]
```
